# A mixing polynomial with one linear factor for each element of a finite set has degree at most the size of the set

For a finite set `S` of complex numbers, the mixing polynomial is the product of the factors (t − μ)/(1 − μ) over μ in `S`. It takes the value 1 at t = 1 if 1 is not in `S`, and is the zero polynomial if 1 is in `S`, since Lean sets `0⁻¹ = 0`. The lemma says that its degree is at most the number of elements of `S`, where `natDegree` counts the zero polynomial as having degree 0. The attempt bounds the degree of the product by the sum of the degrees of the factors, and then each of these by 1.

The first attempt, which Lean rejects:

```lean
import Mathlib

open Matrix Polynomial

namespace MixPolyNatDegreeLe

noncomputable section

variable {n : Type*} [Fintype n]

/-- The mixing polynomial `∏ (t - μ) / (1 - μ)` over a finite set `S` of complex numbers. If `S`
contains `1`, it is the zero polynomial, because Lean sets `0⁻¹ = 0`. -/
def mixPoly (S : Finset ℂ) : ℂ[X] := ∏ μ ∈ S, C (1 - μ)⁻¹ * (X - C μ)

variable [DecidableEq n]

/-- The mixing polynomial of a set `S` has degree at most the number of elements of `S`. -/
theorem mixPoly_natDegree_le (S : Finset ℂ) : (mixPoly S).natDegree ≤ S.card := by
  calc (mixPoly S).natDegree
      ≤ ∑ μ ∈ S, (C (1 - μ)⁻¹ * (X - C μ)).natDegree := Polynomial.natDegree_prod_le _ _
    _ ≤ ∑ _μ ∈ S, 1 := Finset.sum_le_sum fun μ _ =>
        (Polynomial.natDegree_C_mul_le _ _).trans (Polynomial.natDegree_X_sub_C μ).le
    _ = S.card := by simp

end

end MixPolyNatDegreeLe
```

Messages:

```
Main.lean:20:56: error: Type mismatch
  natDegree_prod_le ?m.20 ?m.22
has type
  (∏ i ∈ ?m.20, ?m.22 i).natDegree ≤ ∑ i ∈ ?m.20, natDegree (?m.22 i)
but is expected to have type
  (mixPoly S).natDegree ≤ ∑ μ ∈ S, ?m.14
Main.lean:18:8: error: (kernel) declaration has metavariables 'MixPolyNatDegreeLe.mixPoly_natDegree_le'
```

Diagnosis. The first message says that `natDegree_prod_le` does not fit the first step of the `calc`. In the expected type the summand is only `?m.14`: Lean had not yet elaborated `(C (1 - μ)⁻¹ * (X - C μ)).natDegree`. To resolve `.natDegree` it must know the type of the expression in front, and nothing there states it outright. Such a postponed term can't be filled in by unification, so the lemma's sum could not be matched with it. The kernel's complaint about metavariables is a consequence, as the declaration was left with a gap.

The repair writes `: ℂ[X]` inside the brackets, which gives Lean the type it needs. It also unfolds `mixPoly` with `rw` and applies `natDegree_prod_le` before the `calc`, so that the lemma meets an explicit product and takes its factors from the goal, not from the sum as typed. The messages don't show whether the unfolding was needed as well. The bound on each factor and the final count are unchanged, and the new comment is mere tidying.

This version goes through:

```diff
@@ -17,7 +17,9 @@
 /-- The mixing polynomial of a set `S` has degree at most the number of elements of `S`. -/
 theorem mixPoly_natDegree_le (S : Finset ℂ) : (mixPoly S).natDegree ≤ S.card := by
-  calc (mixPoly S).natDegree
-      ≤ ∑ μ ∈ S, (C (1 - μ)⁻¹ * (X - C μ)).natDegree := Polynomial.natDegree_prod_le _ _
-    _ ≤ ∑ _μ ∈ S, 1 := Finset.sum_le_sum fun μ _ =>
+  rw [mixPoly]
+  refine (Polynomial.natDegree_prod_le _ _).trans ?_
+  -- every factor is linear
+  calc ∑ μ ∈ S, (C (1 - μ)⁻¹ * (X - C μ) : ℂ[X]).natDegree
+      ≤ ∑ _μ ∈ S, 1 := Finset.sum_le_sum fun μ _ =>
         (Polynomial.natDegree_C_mul_le _ _).trans (Polynomial.natDegree_X_sub_C μ).le
     _ = S.card := by simp
```
